# Coherent states of the harmonic oscillator: eigenvalue equation, overlaps, number statistics and phase evolution

An electronic transition in a molecule can shift the equilibrium position of a vibration while leaving its frequency nearly unchanged. The vibrational ground state of the old well then finds itself off centre in the new one. How many vibrational quanta does it contain, and how does it move?

Take both wells to be harmonic, with equal frequencies. The new annihilation operator is then the old one plus a constant $a=d\sqrt{m\omega/2\hbar}$, where $d$ is the position of the old minimum measured from the new one, $m$ is the mass of the mode and $\omega$ is its angular frequency. The old ground state is annihilated by the old operator, so it is an eigenvector of the new one with eigenvalue $a$. Let $c_n$ be its amplitude on the new well's number state with $n$ quanta, $n=0,1,2,\dots$. The eigenvalue equation is

$$\sqrt{n+1}\,c_{n+1}=a\,c_n .$$

This initial $a$ is real, but the amplitude becomes complex as the state moves, so $a$ may be any complex number below. It is often written $\alpha$ in textbooks, where $a$ denotes the operator.

## Solving the eigenvalue equation

The coherent state of amplitude $a$ has the number-state amplitudes

$$c_n(a)=e^{-|a|^2/2}\,\frac{a^n}{\sqrt{n!}} .$$

Since $(n+1)!=(n+1)\,n!$,

$$\sqrt{n+1}\,c_{n+1}(a)=e^{-|a|^2/2}\,\frac{\sqrt{n+1}\;a^{n+1}}{\sqrt{n+1}\,\sqrt{n!}}=a\,c_n(a).$$

Conversely, let $c_n$ be any solution. As $c_0(a)=e^{-|a|^2/2}\neq0$, we may set $k=c_0/c_0(a)$, so that $c_0=k\,c_0(a)$. If $c_n=k\,c_n(a)$, then

$$\sqrt{n+1}\,c_{n+1}=a\,c_n=k\,a\,c_n(a)=\sqrt{n+1}\,k\,c_{n+1}(a),$$

and division by $\sqrt{n+1}$ completes the induction. For $a=0$, with $0^0=1$, the solution is the ground state.

## Overlap of two coherent states

For complex $a$ and $b$ the exponential series gives

$$\sum_n\overline{c_n(a)}\,c_n(b)=e^{-|a|^2/2-|b|^2/2}\sum_n\frac{(\bar a b)^n}{n!}=e^{\bar a b-|a|^2/2-|b|^2/2}.$$

Because $|e^z|^2=e^{2\operatorname{Re}z}$, the squared modulus has exponent $2\operatorname{Re}(\bar a b)-|a|^2-|b|^2=-|a-b|^2$. Distinct coherent states are therefore never orthogonal, though their overlap falls off quickly with distance.

## Mean and variance of the number of quanta

Write $p_n=|c_n(a)|^2$. Setting $b=a$ in the overlap gives $\sum_n p_n=1$. The squared modulus of the eigenvalue equation is

$$(n+1)\,p_{n+1}=|a|^2p_n .$$

The term $n=0$ contributes nothing to the first two moments, so the index can be shifted by one:

$$\sum_n n\,p_n=\sum_n(n+1)\,p_{n+1}=|a|^2\sum_n p_n=|a|^2,$$

$$\sum_n n^2p_n=\sum_n(n+1)^2p_{n+1}=|a|^2\sum_n(n+1)\,p_n=|a|^2(|a|^2+1).$$

Expanding the square in the variance gives

$$\sum_n(n-|a|^2)^2p_n=|a|^2(|a|^2+1)-2|a|^4+|a|^4=|a|^2 .$$

For a single undamped harmonic mode displaced without a change of frequency, the $p_n$ are the Franck–Condon factors from the vibrational ground state, and $|a|^2$ is the Huang–Rhys factor.

## Rotation of the amplitude in time

Measure time $t$ in units of the inverse angular frequency and drop the zero-point energy, which contributes only a common phase. Number state $n$ then acquires the phase $e^{-int}=(e^{-it})^n$. Since $|a e^{-it}|=|a|$, the prefactor is unchanged, and

$$e^{-int}c_n(a)=e^{-|a|^2/2}\,\frac{(a e^{-it})^n}{\sqrt{n!}}=c_n(a e^{-it}).$$

The state stays coherent while its amplitude circles the origin.

For example, take $a=1$. Then $p_0=p_1=e^{-1}\approx0.368$, $p_2\approx0.184$, $p_3\approx0.061$ and $p_4\approx0.015$, which already add up to about $0.996$. After half a period, $t=\pi$, the amplitude is $-1$, and the squared overlap with the initial state is $e^{-4}\approx0.018$.

## Amplitude sequences in Lean

```lean
import Mathlib

open ComplexConjugate

namespace OscillatorCoherentStates

noncomputable section
```

A state is represented by a function `c : ℕ → ℂ`, whose value at `n` is the amplitude on number state $n$. The annihilation operator is called `lower`.

```lean
/-- The annihilation operator of the harmonic oscillator, acting on number-state amplitudes:
the new amplitude at `n` is `sqrt (n + 1)` times the old amplitude at `n + 1`. -/
def lower (c : ℕ → ℂ) (n : ℕ) : ℂ := (Real.sqrt ((n : ℝ) + 1) : ℂ) * c (n + 1)
```

The factor $\sqrt{n+1}$ is the operator's usual matrix element, taken here as a definition. The step left to physics is the identification of these sequences with states of an actual oscillator, including its evenly spaced energy levels.

```lean
/-- The number-state amplitudes `exp (-|a|² / 2) aⁿ / sqrt (n!)` of the coherent state with
complex amplitude `a`. -/
def coherent (a : ℂ) (n : ℕ) : ℂ :=
  (Real.exp (-‖a‖ ^ 2 / 2) : ℂ) * a ^ n / (Real.sqrt (n.factorial : ℝ) : ℂ)
```

This is $c_n(a)$, with `‖a‖` for $|a|$. The real exponential and square root are converted to complex numbers.

Another model would use the Hilbert space of square-summable sequences. The overlap would then be an inner product, but the annihilation operator is unbounded there, so it would need a domain, and the coherent states would have to be shown to lie in it. With plain sequences `lower` acts on everything, and convergence is stated where a sum occurs.

## The eigenvalue equation and its solutions

```lean
/-- The coherent state satisfies the eigenvalue equation of the annihilation operator with
eigenvalue `a`. -/
theorem lower_coherent (a : ℂ) : lower (coherent a) = a • coherent a := by
  funext n
  have h1 : (Real.sqrt ((n : ℝ) + 1) : ℂ) ≠ 0 :=
    Complex.ofReal_ne_zero.mpr (Real.sqrt_pos.mpr (by positivity)).ne'
  have h2 : (Real.sqrt (n.factorial : ℝ) : ℂ) ≠ 0 :=
    Complex.ofReal_ne_zero.mpr (Real.sqrt_pos.mpr (by positivity)).ne'
  -- the factorial recursion under the square root
  have h3 : Real.sqrt ((n + 1).factorial : ℝ)
      = Real.sqrt ((n : ℝ) + 1) * Real.sqrt (n.factorial : ℝ) := by
    rw [Nat.factorial_succ, Nat.cast_mul, Real.sqrt_mul (Nat.cast_nonneg _), Nat.cast_succ]
  simp only [lower, coherent, Pi.smul_apply, smul_eq_mul, h3, Complex.ofReal_mul]
  rw [mul_div_assoc', mul_div_assoc', div_eq_div_iff (mul_ne_zero h1 h2) h2]
  ring
```

The theorem equates two whole sequences, and `funext n` reduces this to one amplitude. The factorial recursion is `h3`; the facts `h1` and `h2` say that the square roots are nonzero, which permits clearing the denominators.

```lean
/-- An amplitude sequence satisfies the eigenvalue equation of the annihilation operator with
eigenvalue `a` exactly when it is a multiple of the coherent state of amplitude `a`. -/
theorem lower_eq_smul_iff (a : ℂ) (c : ℕ → ℂ) :
    lower c = a • c ↔ ∃ k : ℂ, c = k • coherent a := by
  constructor
  · intro h
    have h0 : coherent a 0 ≠ 0 := by simp [coherent]
    refine ⟨c 0 / coherent a 0, funext fun n => ?_⟩
    rw [Pi.smul_apply, smul_eq_mul]
    -- the eigenvalue equation fixes each amplitude from the one before
    induction n with
    | zero => exact (div_mul_cancel₀ _ h0).symm
    | succ n ih =>
      have h1 : (Real.sqrt ((n : ℝ) + 1) : ℂ) ≠ 0 :=
        Complex.ofReal_ne_zero.mpr (Real.sqrt_pos.mpr (by positivity)).ne'
      have hc := congrFun h n
      have hk := congrFun (lower_coherent a) n
      simp only [lower, Pi.smul_apply, smul_eq_mul] at hc hk
      apply mul_left_cancel₀ h1
      linear_combination hc + a * ih - (c 0 / coherent a 0) * hk
  · rintro ⟨k, rfl⟩
    funext n
    have hk := congrFun (lower_coherent a) n
    simp only [lower, Pi.smul_apply, smul_eq_mul] at hk ⊢
    linear_combination k * hk
```

Here `c` is arbitrary, with no requirement of normalisability. The constant `k` may be zero, so the zero sequence is included, although it is not a physical state.

The forward direction is the induction above, with `k` equal to `c 0 / coherent a 0`. In the successor step, `mul_left_cancel₀` removes the factor $\sqrt{n+1}$, and `linear_combination` combines the equation for `c`, the induction hypothesis and the equation for the coherent state. The reverse direction multiplies the coherent state's equation by `k`.

## The overlap series

```lean
/-- The overlap of two coherent states, summed over all number states, is
`exp (conj a * b - |a|² / 2 - |b|² / 2)`. -/
theorem coherent_overlap (a b : ℂ) :
    HasSum (fun n => conj (coherent a n) * coherent b n)
      (Complex.exp (conj a * b - (‖a‖ : ℂ) ^ 2 / 2 - (‖b‖ : ℂ) ^ 2 / 2)) := by
  -- the exponential series of `conj a * b`
  have hexp : HasSum (fun n : ℕ => (conj a * b) ^ n / (n.factorial : ℂ))
      (Complex.exp (conj a * b)) := by
    rw [Complex.exp_eq_exp_ℂ]
    exact NormedSpace.expSeries_div_hasSum_exp (conj a * b)
  have hf : (fun n => conj (coherent a n) * coherent b n) = fun n : ℕ =>
      (Real.exp (-‖a‖ ^ 2 / 2) : ℂ) * (Real.exp (-‖b‖ ^ 2 / 2) : ℂ)
        * ((conj a * b) ^ n / (n.factorial : ℂ)) := by
    funext n
    have hs : (Real.sqrt (n.factorial : ℝ) : ℂ) * (Real.sqrt (n.factorial : ℝ) : ℂ)
        = (n.factorial : ℂ) := by
      rw [← Complex.ofReal_mul, Real.mul_self_sqrt (Nat.cast_nonneg _),
        Complex.ofReal_natCast]
    simp only [coherent, map_div₀, map_mul, map_pow, Complex.conj_ofReal]
    rw [div_mul_div_comm, hs]
    ring
  -- the two normalization factors join the exponent
  have hv : Complex.exp (conj a * b - (‖a‖ : ℂ) ^ 2 / 2 - (‖b‖ : ℂ) ^ 2 / 2)
      = (Real.exp (-‖a‖ ^ 2 / 2) : ℂ) * (Real.exp (-‖b‖ ^ 2 / 2) : ℂ)
        * Complex.exp (conj a * b) := by
    simp only [Complex.ofReal_exp]
    rw [← Complex.exp_add, ← Complex.exp_add]
    congr 1
    push_cast
    ring
  rw [hf, hv]
  exact hexp.mul_left _
```

`HasSum` says that the series converges and that its sum is the stated value. The conjugate falls on the first state, as in a bracket $\langle a|b\rangle$. The proof takes the exponential series from `hexp`, rewrites each term as a constant times a term of that series in `hf`, and absorbs the constant into the exponent in `hv`.

```lean
/-- The squared modulus of the overlap of two coherent states is `exp (-|a - b|²)`. -/
theorem coherent_overlap_sq (a b : ℂ) :
    ‖∑' n, conj (coherent a n) * coherent b n‖ ^ 2 = Real.exp (-‖a - b‖ ^ 2) := by
  have hr (z : ℂ) : (‖z‖ : ℂ) ^ 2 / 2 = ((‖z‖ ^ 2 / 2 : ℝ) : ℂ) := by
    push_cast
    ring
  rw [(coherent_overlap a b).tsum_eq, Complex.norm_exp, ← Real.exp_nat_mul, hr a, hr b]
  congr 1
  simp only [Complex.sub_re, Complex.sub_im, Complex.ofReal_re, Complex.mul_re,
    Complex.conj_re, Complex.conj_im, Complex.sq_norm, Complex.normSq_apply, Nat.cast_ofNat]
  ring
```

The symbol `∑'` denotes the value of an infinite sum, which the preceding theorem supplies. `Complex.norm_exp` turns the modulus of the exponential into the exponential of a real part. The exponents are then compared in real and imaginary components.

## Number statistics from one recursion

```lean
/-- Neighbouring number probabilities of a coherent state are related by
`(n + 1) |c_(n+1)|² = |a|² |c_n|²`. -/
theorem number_recursion (a : ℂ) (n : ℕ) :
    ((n : ℝ) + 1) * ‖coherent a (n + 1)‖ ^ 2 = ‖a‖ ^ 2 * ‖coherent a n‖ ^ 2 := by
  have h := congrArg (fun z : ℂ => ‖z‖ ^ 2) (congrFun (lower_coherent a) n)
  simp only [lower, Pi.smul_apply, smul_eq_mul, norm_mul, mul_pow, Complex.norm_real,
    Real.norm_eq_abs, sq_abs] at h
  rwa [Real.sq_sqrt (by positivity)] at h
```

This is $(n+1)p_{n+1}=|a|^2p_n$, obtained by taking squared moduli on both sides of the eigenvalue equation.

```lean
/-- The number probabilities of a coherent state add up to one. -/
theorem number_total (a : ℂ) : HasSum (fun n => ‖coherent a n‖ ^ 2) 1 := by
  have h := coherent_overlap a a
  have e : conj a * a - (‖a‖ : ℂ) ^ 2 / 2 - (‖a‖ : ℂ) ^ 2 / 2 = 0 := by
    rw [Complex.conj_mul']
    ring
  rw [e, Complex.exp_zero] at h
  simp only [Complex.conj_mul'] at h
  have h' : HasSum (fun n => ((‖coherent a n‖ ^ 2 : ℝ) : ℂ)) ((1 : ℝ) : ℂ) := by
    push_cast
    exact h
  exact Complex.hasSum_ofReal.mp h'
```

With `b` equal to `a` the overlap's exponent vanishes, and each term is a squared modulus. The last line passes from a complex sum to a real one.

```lean
/-- The mean number of quanta in a coherent state is `|a|²`. -/
theorem number_mean (a : ℂ) :
    HasSum (fun n : ℕ => (n : ℝ) * ‖coherent a n‖ ^ 2) (‖a‖ ^ 2) := by
  -- the term `n = 0` vanishes; the others follow from the recursion
  have hf : (fun n : ℕ => ((n + 1 : ℕ) : ℝ) * ‖coherent a (n + 1)‖ ^ 2)
      = fun n => ‖a‖ ^ 2 * ‖coherent a n‖ ^ 2 := by
    funext n
    have h := number_recursion a n
    push_cast
    linarith
  have h0 : ‖a‖ ^ 2 - ∑ i ∈ Finset.range 1, (i : ℝ) * ‖coherent a i‖ ^ 2
      = ‖a‖ ^ 2 * 1 := by simp
  have hs : HasSum (fun n : ℕ => ((n + 1 : ℕ) : ℝ) * ‖coherent a (n + 1)‖ ^ 2)
      (‖a‖ ^ 2 - ∑ i ∈ Finset.range 1, (i : ℝ) * ‖coherent a i‖ ^ 2) := by
    rw [hf, h0]
    exact (number_total a).mul_left _
  apply (hasSum_nat_add_iff' 1).mp
  exact hs
```

The recursion rewrites the shifted series in `hf`, and `number_total` sums it. `hasSum_nat_add_iff'` restores the term at `n = 0`, whose value is zero.

```lean
/-- The variance of the number of quanta in a coherent state is `|a|²`. -/
theorem number_variance (a : ℂ) :
    HasSum (fun n : ℕ => ((n : ℝ) - ‖a‖ ^ 2) ^ 2 * ‖coherent a n‖ ^ 2) (‖a‖ ^ 2) := by
  -- the second moment, again by shifting the summation index
  have h2 : HasSum (fun n : ℕ => (n : ℝ) ^ 2 * ‖coherent a n‖ ^ 2)
      (‖a‖ ^ 2 * (‖a‖ ^ 2 + 1)) := by
    have hf : (fun n : ℕ => ((n + 1 : ℕ) : ℝ) ^ 2 * ‖coherent a (n + 1)‖ ^ 2)
        = fun n : ℕ => ‖a‖ ^ 2 * ((n : ℝ) * ‖coherent a n‖ ^ 2 + ‖coherent a n‖ ^ 2) := by
      funext n
      have h := number_recursion a n
      push_cast
      linear_combination ((n : ℝ) + 1) * h
    have h0 : ‖a‖ ^ 2 * (‖a‖ ^ 2 + 1)
        - ∑ i ∈ Finset.range 1, (i : ℝ) ^ 2 * ‖coherent a i‖ ^ 2
        = ‖a‖ ^ 2 * (‖a‖ ^ 2 + 1) := by simp
    have hs : HasSum (fun n : ℕ => ((n + 1 : ℕ) : ℝ) ^ 2 * ‖coherent a (n + 1)‖ ^ 2)
        (‖a‖ ^ 2 * (‖a‖ ^ 2 + 1)
          - ∑ i ∈ Finset.range 1, (i : ℝ) ^ 2 * ‖coherent a i‖ ^ 2) := by
      rw [hf, h0]
      exact ((number_mean a).add (number_total a)).mul_left _
    apply (hasSum_nat_add_iff' 1).mp
    exact hs
  -- expand the square and combine the three moments
  have hf : (fun n : ℕ => ((n : ℝ) - ‖a‖ ^ 2) ^ 2 * ‖coherent a n‖ ^ 2)
      = fun n : ℕ => (n : ℝ) ^ 2 * ‖coherent a n‖ ^ 2
        - 2 * ‖a‖ ^ 2 * ((n : ℝ) * ‖coherent a n‖ ^ 2)
        + (‖a‖ ^ 2) ^ 2 * ‖coherent a n‖ ^ 2 := by
    funext n
    ring
  have hv : ‖a‖ ^ 2 * (‖a‖ ^ 2 + 1) - 2 * ‖a‖ ^ 2 * ‖a‖ ^ 2 + (‖a‖ ^ 2) ^ 2 * 1
      = ‖a‖ ^ 2 := by ring
  have hs : HasSum (fun n : ℕ => (n : ℝ) ^ 2 * ‖coherent a n‖ ^ 2
        - 2 * ‖a‖ ^ 2 * ((n : ℝ) * ‖coherent a n‖ ^ 2)
        + (‖a‖ ^ 2) ^ 2 * ‖coherent a n‖ ^ 2)
      (‖a‖ ^ 2 * (‖a‖ ^ 2 + 1) - 2 * ‖a‖ ^ 2 * ‖a‖ ^ 2 + (‖a‖ ^ 2) ^ 2 * 1) :=
    (h2.sub ((number_mean a).mul_left (2 * ‖a‖ ^ 2))).add
      ((number_total a).mul_left ((‖a‖ ^ 2) ^ 2))
  rw [hv] at hs
  rw [hf]
  exact hs
```

The statement is the variance in its defining form, the mean squared deviation from $|a|^2$. Inside the proof, `h2` is the second moment, found by the same shift. The second `hf` expands the square, and the three convergent series are combined term by term; `hv` is the final cancellation.

## Phases that rotate the amplitude

```lean
/-- Giving each number state the phase `exp (-i n t)` turns the coherent state of amplitude `a`
into the coherent state of amplitude `a exp (-i t)`. -/
theorem coherent_evolution (a : ℂ) (t : ℝ) (n : ℕ) :
    Complex.exp (-Complex.I * n * t) * coherent a n
      = coherent (a * Complex.exp (-Complex.I * t)) n := by
  have hn : ‖a * Complex.exp (-Complex.I * t)‖ = ‖a‖ := by simp [Complex.norm_exp]
  have he : Complex.exp (-Complex.I * n * t) = Complex.exp (-Complex.I * t) ^ n := by
    rw [← Complex.exp_nat_mul]
    congr 1
    ring
  simp only [coherent, hn, he, mul_pow]
  ring

end

end OscillatorCoherentStates
```

The equality holds for every real `t` and every `n`. The phases are written into the statement and not derived from a Schrödinger equation. The proof uses the two observations made by hand: `hn` says that the modulus of the amplitude is unchanged, and `he` writes the phase as an $n$-th power.

```lean
#print axioms OscillatorCoherentStates.lower_eq_smul_iff
#print axioms OscillatorCoherentStates.coherent_overlap_sq
#print axioms OscillatorCoherentStates.number_variance
#print axioms OscillatorCoherentStates.coherent_evolution
```

```
'OscillatorCoherentStates.lower_eq_smul_iff' depends on axioms: [propext, Classical.choice, Quot.sound]
'OscillatorCoherentStates.coherent_overlap_sq' depends on axioms: [propext, Classical.choice, Quot.sound]
'OscillatorCoherentStates.number_variance' depends on axioms: [propext, Classical.choice, Quot.sound]
'OscillatorCoherentStates.coherent_evolution' depends on axioms: [propext, Classical.choice, Quot.sound]
```
